# Pinching a complex matrix by an orthogonal projector keeps its trace and cannot raise its Frobenius norm

## Blocks as full-size matrices

A block of a matrix can be written as a smaller, possibly rectangular array, or as a matrix of the original size that has been multiplied by a projector on each side. The second form is used here. Let $H$ be an $n\times n$ complex matrix, $P$ an orthogonal projector of the same size, and $Q = 1 - P$ its complement. The four blocks of $H$ are then

$$PHP,\quad PHQ,\quad QHP,\quad QHQ,$$

all of them $n\times n$ matrices. They can be added and multiplied without choosing a basis adapted to $P$, and they sum to $H$.

If $P$ selects a model space, $PHP$ and $QHQ$ act within the model space and within its complement, while $PHQ$ and $QHP$ couple the two. Deleting the coupling leaves the block-diagonal pinching

$$D = PHP + QHQ.$$

For a Hamiltonian matrix in a finite orthonormal basis, the results below say how much squared Frobenius norm is lost when the coupling is neglected. For a density matrix in finite dimension, $D$ is the state after a projective measurement of $P$ against $Q$ whose outcome is not recorded, and the norm inequality says that the purity cannot rise.

## The sum rule and its consequences

Write $A^\dagger$ for the conjugate transpose of $A$, and $\|A\|_F = \bigl(\sum_{i,j}|A_{ij}|^2\bigr)^{1/2}$ for its Frobenius norm. For every square complex $H$, Hermitian or not:

- $\operatorname{tr}(H^\dagger H)$ is the sum of $\operatorname{tr}(B^\dagger B)$ over the four blocks $B$.
- $\operatorname{tr} D = \operatorname{tr} H$.
- $\|H\|_F^2 = \|D\|_F^2 + \|PHQ\|_F^2 + \|QHP\|_F^2$, and hence $\|D\|_F \le \|H\|_F$.
- $\|D\|_F = \|H\|_F$ exactly when $PH = HP$.

In Lean, the finite type `n` labels the basis states and `Matrix n n ℂ` is the type of $H$. The conjugate transpose is written `ᴴ`. `IsOrthProj P` records the two properties of an orthogonal projector, $P^\dagger = P$ and $P^2 = P$. The complement $Q$ has no name of its own and appears as `1 - P`. `frobNorm` is defined from the matrix entries and takes real values, whereas a trace is a complex number, so the equation linking them converts the real square to a complex number. `pinch P H` is $D$.

The sum rule also has a version for many blocks, `trace_many_blocks`, in which a finite family of orthogonal projectors $P_i$ satisfies $\sum_i P_i = 1$. The trace and norm statements about pinching are for a single pair $P$, $Q$.

Let $\hat P$ be an orthogonal projection acting within the finite-dimensional space spanned by the basis. If the basis is orthonormal, the matrix of $\hat P$ is Hermitian and idempotent. With overlapping basis functions $\chi_i$, the matrix of the elements $\langle\chi_i|\hat P|\chi_j\rangle$ is still Hermitian but in general not idempotent, while the matrix that acts on expansion coefficients is idempotent but in general not Hermitian. For either kind of matrix, the Frobenius norm computed from the entries is in general not the Hilbert–Schmidt norm of the operator. Changing to an orthonormal basis first removes these problems. Oblique projectors, operators on infinite-dimensional spaces and other matrix norms are not treated, and nothing is said about how far the eigenvalues move when the coupling is removed.

## Derivation from the cyclic trace

**Weight of one block.** Let $P$ and $R$ be any two orthogonal projectors. Since both are Hermitian, $(PHR)^\dagger = RH^\dagger P$. Using $P^2 = P$, cyclicity of the trace and $R^2 = R$,

$$\operatorname{tr}\bigl((PHR)^\dagger PHR\bigr) = \operatorname{tr}(RH^\dagger P P H R) = \operatorname{tr}(H^\dagger P H R R) = \operatorname{tr}(H^\dagger P H R).$$

The result is linear in each projector.

**Sum over blocks.** The complement $Q$ is itself an orthogonal projector: it is Hermitian, and $Q^2 = 1 - 2P + P^2 = Q$. The four weights therefore add up to

$$\operatorname{tr}\bigl(H^\dagger (P+Q) H (P+Q)\bigr) = \operatorname{tr}(H^\dagger H).$$

For a family with $\sum_i P_i = 1$, the same step reads

$$\sum_{i,j}\operatorname{tr}(H^\dagger P_i H P_j) = \sum_i \operatorname{tr}(H^\dagger P_i H) = \operatorname{tr}(H^\dagger H).$$

**Trace of the pinching.** By cyclicity and idempotency,

$$\operatorname{tr} D = \operatorname{tr}(PPH) + \operatorname{tr}(QQH) = \operatorname{tr}\bigl((P+Q)H\bigr) = \operatorname{tr} H.$$

**Norm lost.** The diagonal entries of $A^\dagger A$ are $(A^\dagger A)_{ii} = \sum_j \overline{A_{ji}}A_{ji}$, so $\operatorname{tr}(A^\dagger A) = \|A\|_F^2$. The sum rule for $H$ becomes

$$\|H\|_F^2 = \|PHP\|_F^2 + \|PHQ\|_F^2 + \|QHP\|_F^2 + \|QHQ\|_F^2.$$

Because $PQ = QP = 0$, the blocks of $D$ are

$$PDP = PHP,\quad PDQ = 0,\quad QDP = 0,\quad QDQ = QHQ.$$

The sum rule for $D$ is therefore $\|D\|_F^2 = \|PHP\|_F^2 + \|QHQ\|_F^2$. Subtracting it from the rule for $H$ gives

$$\|H\|_F^2 - \|D\|_F^2 = \|PHQ\|_F^2 + \|QHP\|_F^2 \ge 0,$$

and since norms are non-negative, $\|D\|_F \le \|H\|_F$.

**Equality.** If the norms agree, both coupling blocks have norm zero, so every entry in them vanishes. Inserting $P + Q = 1$ on the free side of each product gives

$$PH - HP = PH(P+Q) - (P+Q)HP = PHQ - QHP = 0.$$

Conversely, suppose $PH = HP$. Then $PHP = HP^2 = HP$, and

$$D = H - PH - HP + 2PHP = H - 2HP + 2HP = H.$$

**A two-level case.** Let $P$ project onto the normalised state $(1,1)/\sqrt2$, so that every entry of $P$ is $1/2$, and let $H = \operatorname{diag}(1,-1)$. This $H$ maps $(1,1)/\sqrt2$ to $(1,-1)/\sqrt2$ and back. It consists of coupling alone, and $D = 0$. The trace is zero before and after, while the norm falls from $\sqrt2$ to $0$.

## The Lean file

```lean
import Mathlib

open Matrix

namespace ProjectorBlocks

noncomputable section

variable {n : Type*} [Fintype n] [DecidableEq n]

/-- An orthogonal projector: a Hermitian idempotent complex matrix. -/
structure IsOrthProj (P : Matrix n n ℂ) : Prop where
  herm : Pᴴ = P
  idem : P * P = P

/-- The Frobenius norm: the square root of the sum of the squared moduli of all entries. -/
def frobNorm (A : Matrix n n ℂ) : ℝ := Real.sqrt (∑ i, ∑ j, ‖A i j‖ ^ 2)

/-- The matrix `PHP + QHQ`, with `Q = 1 - P`. When `P` is an orthogonal projector, this is the
block-diagonal pinching of `H`. -/
def pinch (P H : Matrix n n ℂ) : Matrix n n ℂ := P * H * P + (1 - P) * H * (1 - P)

/-- The complement `Q = 1 - P` of an orthogonal projector is an orthogonal projector. -/
theorem IsOrthProj.compl {P : Matrix n n ℂ} (hP : IsOrthProj P) : IsOrthProj (1 - P) where
  herm := by rw [Matrix.conjTranspose_sub, Matrix.conjTranspose_one, hP.herm]
  idem := by
    have h : (1 - P) * (1 - P) = 1 - P - P + P * P := by noncomm_ring
    rw [h, hP.idem]
    abel

omit [DecidableEq n] in
/-- The trace of `Aᴴ * A` is the squared Frobenius norm of `A`. -/
theorem trace_eq_frobNorm_sq (A : Matrix n n ℂ) :
    Matrix.trace (Aᴴ * A) = ((frobNorm A ^ 2 : ℝ) : ℂ) := by
  rw [frobNorm, Real.sq_sqrt (by positivity), Finset.sum_comm]
  push_cast
  simp only [Matrix.trace, Matrix.diag_apply, Matrix.mul_apply, Matrix.conjTranspose_apply]
  exact Finset.sum_congr rfl fun i _ => Finset.sum_congr rfl fun j _ => Complex.conj_mul' _

omit [DecidableEq n] in
/-- A matrix whose Frobenius norm squares to zero is the zero matrix. -/
theorem eq_zero_of_frobNorm_sq {A : Matrix n n ℂ} (h : frobNorm A ^ 2 = 0) : A = 0 := by
  rw [frobNorm, Real.sq_sqrt (by positivity)] at h
  ext i j
  -- one entry is bounded by its row, and the row by the whole sum
  have hi : ∑ j, ‖A i j‖ ^ 2 ≤ ∑ i, ∑ j, ‖A i j‖ ^ 2 :=
    Finset.single_le_sum (f := fun i => ∑ j, ‖A i j‖ ^ 2)
      (fun _ _ => Finset.sum_nonneg fun _ _ => sq_nonneg _) (Finset.mem_univ i)
  have hj : ‖A i j‖ ^ 2 ≤ ∑ j, ‖A i j‖ ^ 2 :=
    Finset.single_le_sum (f := fun j => ‖A i j‖ ^ 2)
      (fun _ _ => sq_nonneg _) (Finset.mem_univ j)
  have h0 : ‖A i j‖ ^ 2 = 0 := le_antisymm (by linarith) (sq_nonneg _)
  simpa using h0

omit [DecidableEq n] in
/-- For orthogonal projectors `P` and `R`, the weight `tr(Bᴴ * B)` of the block `B = P * H * R` is
`tr(Hᴴ * P * H * R)`. -/
theorem block_weight {P R : Matrix n n ℂ} (hP : IsOrthProj P) (hR : IsOrthProj R)
    (H : Matrix n n ℂ) :
    Matrix.trace ((P * H * R)ᴴ * (P * H * R)) = Matrix.trace (Hᴴ * P * H * R) := by
  calc Matrix.trace ((P * H * R)ᴴ * (P * H * R))
      = Matrix.trace (R * (Hᴴ * (P * P) * H * R)) := by
        rw [Matrix.conjTranspose_mul, Matrix.conjTranspose_mul, hP.herm, hR.herm]
        simp only [Matrix.mul_assoc]
    _ = Matrix.trace (Hᴴ * P * H * (R * R)) := by
        rw [Matrix.trace_mul_comm, hP.idem]
        simp only [Matrix.mul_assoc]
    _ = Matrix.trace (Hᴴ * P * H * R) := by rw [hR.idem]

/-- If finitely many orthogonal projectors sum to the identity, `tr(Hᴴ * H)` is the sum of
`tr(Bᴴ * B)` over all blocks `B = Pᵢ * H * Pⱼ`. -/
theorem trace_many_blocks {ι : Type*} [Fintype ι] (P : ι → Matrix n n ℂ)
    (hP : ∀ i, IsOrthProj (P i)) (hsum : ∑ i, P i = 1) (H : Matrix n n ℂ) :
    Matrix.trace (Hᴴ * H) =
      ∑ i, ∑ j, Matrix.trace ((P i * H * P j)ᴴ * (P i * H * P j)) := by
  have row : ∀ i, ∑ j, Matrix.trace ((P i * H * P j)ᴴ * (P i * H * P j))
      = Matrix.trace (Hᴴ * P i * H) := by
    intro i
    rw [Finset.sum_congr rfl fun j _ => block_weight (hP i) (hP j) H,
      ← Matrix.trace_sum, ← Finset.mul_sum, hsum, mul_one]
  rw [Finset.sum_congr rfl fun i _ => row i, ← Matrix.trace_sum, ← Finset.sum_mul,
    ← Finset.mul_sum, hsum, mul_one]

/-- For an orthogonal projector `P` and `Q = 1 - P`, `tr(Hᴴ * H)` is the sum of `tr(Bᴴ * B)` over
the four blocks `B`, namely `PHP`, `PHQ`, `QHP` and `QHQ`. -/
theorem trace_four_blocks {P : Matrix n n ℂ} (hP : IsOrthProj P) (H : Matrix n n ℂ) :
    Matrix.trace (Hᴴ * H) =
      Matrix.trace ((P * H * P)ᴴ * (P * H * P))
      + Matrix.trace ((P * H * (1 - P))ᴴ * (P * H * (1 - P)))
      + Matrix.trace (((1 - P) * H * P)ᴴ * ((1 - P) * H * P))
      + Matrix.trace (((1 - P) * H * (1 - P))ᴴ * ((1 - P) * H * (1 - P))) := by
  rw [block_weight hP hP, block_weight hP hP.compl, block_weight hP.compl hP,
    block_weight hP.compl hP.compl, ← Matrix.trace_add, ← Matrix.trace_add, ← Matrix.trace_add]
  congr 1
  noncomm_ring

/-- Pinching by an orthogonal projector keeps the trace. -/
theorem trace_pinch {P : Matrix n n ℂ} (hP : IsOrthProj P) (H : Matrix n n ℂ) :
    Matrix.trace (pinch P H) = Matrix.trace H := by
  rw [pinch, Matrix.trace_add, Matrix.trace_mul_cycle P H P,
    Matrix.trace_mul_cycle (1 - P) H (1 - P), hP.idem, hP.compl.idem, ← Matrix.trace_add]
  congr 1
  noncomm_ring

/-- For an orthogonal projector `P`, the squared Frobenius norm of `H` is that of its pinching
plus those of the two coupling blocks `PHQ` and `QHP`. -/
theorem frobNorm_pinch_sq {P : Matrix n n ℂ} (hP : IsOrthProj P) (H : Matrix n n ℂ) :
    frobNorm H ^ 2 = frobNorm (pinch P H) ^ 2
      + frobNorm (P * H * (1 - P)) ^ 2 + frobNorm ((1 - P) * H * P) ^ 2 := by
  have hPQ : P * (1 - P) = 0 := by rw [mul_sub, mul_one, hP.idem, sub_self]
  have hQP : (1 - P) * P = 0 := by rw [sub_mul, one_mul, hP.idem, sub_self]
  -- the pinching has the diagonal blocks of H and no coupling blocks
  have h1 : P * pinch P H * P = P * H * P := by
    calc _ = (P * P) * H * (P * P) + (P * (1 - P)) * H * ((1 - P) * P) := by
          simp only [pinch, mul_add, add_mul, mul_assoc]
      _ = _ := by rw [hP.idem, hPQ]; simp only [zero_mul, add_zero]
  have h2 : P * pinch P H * (1 - P) = 0 := by
    calc _ = (P * P) * H * (P * (1 - P)) + (P * (1 - P)) * H * ((1 - P) * (1 - P)) := by
          simp only [pinch, mul_add, add_mul, mul_assoc]
      _ = _ := by rw [hPQ]; simp only [zero_mul, mul_zero, add_zero]
  have h3 : (1 - P) * pinch P H * P = 0 := by
    calc _ = ((1 - P) * P) * H * (P * P) + ((1 - P) * (1 - P)) * H * ((1 - P) * P) := by
          simp only [pinch, mul_add, add_mul, mul_assoc]
      _ = _ := by rw [hQP]; simp only [zero_mul, mul_zero, add_zero]
  have h4 : (1 - P) * pinch P H * (1 - P) = (1 - P) * H * (1 - P) := by
    calc _ = ((1 - P) * P) * H * (P * (1 - P))
            + ((1 - P) * (1 - P)) * H * ((1 - P) * (1 - P)) := by
          simp only [pinch, mul_add, add_mul, mul_assoc]
      _ = _ := by rw [hQP, hP.compl.idem]; simp only [zero_mul, zero_add]
  have e1 := trace_four_blocks hP H
  have e2 := trace_four_blocks hP (pinch P H)
  rw [h1, h2, h3, h4] at e2
  simp only [mul_zero, Matrix.trace_zero, add_zero] at e2
  simp only [trace_eq_frobNorm_sq] at e1 e2
  norm_cast at e1 e2
  linarith

/-- Pinching by an orthogonal projector cannot raise the Frobenius norm. -/
theorem frobNorm_pinch_le {P : Matrix n n ℂ} (hP : IsOrthProj P) (H : Matrix n n ℂ) :
    frobNorm (pinch P H) ≤ frobNorm H := by
  have h := frobNorm_pinch_sq hP H
  have h0 : 0 ≤ frobNorm H := Real.sqrt_nonneg _
  by_contra hlt
  nlinarith [not_le.1 hlt, sq_nonneg (frobNorm (P * H * (1 - P))),
    sq_nonneg (frobNorm ((1 - P) * H * P))]

/-- Pinching by an orthogonal projector `P` leaves the Frobenius norm of `H` unchanged
exactly when `H` commutes with `P`. -/
theorem frobNorm_pinch_eq_iff {P : Matrix n n ℂ} (hP : IsOrthProj P) (H : Matrix n n ℂ) :
    frobNorm (pinch P H) = frobNorm H ↔ P * H = H * P := by
  constructor
  · intro h
    have s := frobNorm_pinch_sq hP H
    rw [h] at s
    have a := sq_nonneg (frobNorm (P * H * (1 - P)))
    have b := sq_nonneg (frobNorm ((1 - P) * H * P))
    -- both coupling blocks vanish, and the commutator is their difference
    have h1 : P * H * (1 - P) = 0 := eq_zero_of_frobNorm_sq (by linarith)
    have h2 : (1 - P) * H * P = 0 := eq_zero_of_frobNorm_sq (by linarith)
    have c : P * H - H * P = P * H * (1 - P) - (1 - P) * H * P := by noncomm_ring
    rw [h1, h2, sub_zero] at c
    exact sub_eq_zero.1 c
  · intro h
    have key : P * H * P = H * P := by rw [h, mul_assoc, hP.idem]
    have e : pinch P H = H - P * H - H * P + P * H * P + P * H * P := by
      unfold pinch
      noncomm_ring
    have fixed : pinch P H = H := by
      rw [e, key, h]
      abel
    rw [fixed]

/-- The two-level matrix with all entries `1/2` is an orthogonal projector, and its pinching
sends `diag(1, -1)` to zero. -/
theorem isOrthProj_witness :
    IsOrthProj (!![1/2, 1/2; 1/2, 1/2] : Matrix (Fin 2) (Fin 2) ℂ) ∧
      pinch !![1/2, 1/2; 1/2, 1/2] (!![1, 0; 0, -1] : Matrix (Fin 2) (Fin 2) ℂ) = 0 := by
  refine ⟨⟨?_, ?_⟩, ?_⟩
  · ext i j
    fin_cases i <;> fin_cases j <;> simp
  · ext i j
    fin_cases i <;> fin_cases j <;> norm_num [Matrix.mul_apply, Fin.sum_univ_two]
  · ext i j
    fin_cases i <;> fin_cases j <;>
      norm_num [pinch, Matrix.mul_apply, Fin.sum_univ_two, Matrix.one_apply]

end

end ProjectorBlocks
```

```lean
#print axioms ProjectorBlocks.trace_many_blocks
#print axioms ProjectorBlocks.trace_pinch
#print axioms ProjectorBlocks.frobNorm_pinch_le
#print axioms ProjectorBlocks.frobNorm_pinch_eq_iff
```

```
'ProjectorBlocks.trace_many_blocks' depends on axioms: [propext, Classical.choice, Quot.sound]
'ProjectorBlocks.trace_pinch' depends on axioms: [propext, Classical.choice, Quot.sound]
'ProjectorBlocks.frobNorm_pinch_le' depends on axioms: [propext, Classical.choice, Quot.sound]
'ProjectorBlocks.frobNorm_pinch_eq_iff' depends on axioms: [propext, Classical.choice, Quot.sound]
```

## From one block weight to the norm inequality

`block_weight` is the computation for a single block. Its `calc` chain follows the displayed line: take the adjoint of the product, move $R$ around the trace with `Matrix.trace_mul_comm`, and contract the repeated projectors with `idem`.

`trace_many_blocks` first sums over $j$ at fixed $i$, in the intermediate claim `row`, and then over $i$. Each time the sum is moved inside the trace, where `hsum` replaces it by the identity. `trace_four_blocks` applies `block_weight` four times, with `IsOrthProj.compl` supplying the projector property of $Q$. It then collects the terms under one trace and leaves the remaining matrix identity to `noncomm_ring`, which expands products without reordering the factors. `trace_pinch` has the same pattern, with `Matrix.trace_mul_cycle` for the cyclic step.

Two lemmas connect traces to norms. `trace_eq_frobNorm_sq` writes out the trace entry by entry, after exchanging the order of the double sum. `eq_zero_of_frobNorm_sq` bounds one squared entry by its row and the row by the whole sum, so a vanishing norm forces each entry to vanish.

In `frobNorm_pinch_sq`, the claims `h1` to `h4` are the four blocks of $D$. Each is found by expanding the product and regrouping it so that neighbouring projectors meet as $PP$, $PQ$, $QP$ or $QQ$. The sum rules for $H$ and for $D$ are `e1` and `e2`. Once they are expressed through norms, `norm_cast` turns them into equations between real numbers, and `linarith` subtracts one from the other.

`frobNorm_pinch_le` argues by contradiction: a larger norm for $D$ would also give it a larger square, against the identity just proved. In `frobNorm_pinch_eq_iff`, the forward direction shows that both coupling blocks are zero and uses `c`, the commutator identity. The reverse direction establishes `fixed`, the statement $D = H$, from which equality of the norms is immediate.

`isOrthProj_witness` checks the two-level case entry by entry, both the projector property and the vanishing of the pinching.
